# Commutators with the terms of a Hamiltonian, weighted by h_j/λ, sum to the commutator with H/λ

Let H = ∑ h_j H_j be a finite sum of complex matrices H_j with real coefficients h_j, and let λ = ∑ h_j. The theorem `average_comm` states that, for every matrix X of the same finite size, the sum of the commutators [H_j, X] with weights h_j/λ equals [H/λ, X]. The H_j need not be Hermitian, and the h_j need not be positive, so the weights are probabilities only under further conditions; if λ = 0, Lean's convention for division by zero makes both sides zero. The proof first shows, as `hM`, that H/λ is the weighted sum of the H_j, and then expands the commutators by linearity.

An attempt in Lean 4 with a fault in it:

```lean
import Mathlib

open Matrix
open scoped ComplexOrder

namespace QDrift

noncomputable section

attribute [local instance] Matrix.linftyOpNormedRing Matrix.linftyOpNormedAlgebra

variable {n J : Type*} [Fintype n] [DecidableEq n] [Fintype J]

/-- The commutator `[A, B]` of two operators. -/
def comm (A B : Matrix n n ℂ) : Matrix n n ℂ := A * B - B * A

/-- The total coupling strength `λ = ∑ h_j`. -/
def strength (h : J → ℝ) : ℝ := ∑ j, h j

/-- The Hamiltonian `H = ∑ h_j H_j`. -/
def hamiltonian (h : J → ℝ) (H : J → Matrix n n ℂ) : Matrix n n ℂ :=
  ∑ j, (h j : ℂ) • H j

/-- The sampling probability `h_j / λ` of the term `j`. -/
def weight (h : J → ℝ) (j : J) : ℂ := ((h j / strength h : ℝ) : ℂ)

/-- The rescaled Hamiltonian `H / λ`. -/
def meanGenerator (h : J → ℝ) (H : J → Matrix n n ℂ) : Matrix n n ℂ :=
  (strength h : ℂ)⁻¹ • hamiltonian h H

/-- The commutators with the single terms average to the commutator with `H / λ`. -/
theorem average_comm (h : J → ℝ) (H : J → Matrix n n ℂ) (X : Matrix n n ℂ) :
    ∑ j, weight h j • comm (H j) X = comm (meanGenerator h H) X := by
  have hM : meanGenerator h H = ∑ j, weight h j • H j := by
    simp only [meanGenerator, hamiltonian, Finset.smul_sum, smul_smul, weight,
      Complex.ofReal_div, div_eq_inv_mul]
  rw [hM]
  simp only [comm, Finset.sum_mul, Finset.mul_sum, smul_mul_assoc, mul_smul_comm,
    smul_sub, Finset.sum_sub_distrib]

end

end QDrift
```

Lean reports:

```
Main.lean:34:57: error: unsolved goals
n : Type u_1
J : Type u_2
inst✝² : Fintype n
inst✝¹ : DecidableEq n
inst✝ : Fintype J
h : J → ℝ
H : J → Matrix n n ℂ
X : Matrix n n ℂ
⊢ ∑ x, ((↑(strength h))⁻¹ * ↑(h x)) • H x = ∑ x, ↑((strength h)⁻¹ * h x) • H x
Main.lean:36:6: warning: This simp argument is unused:
  Complex.ofReal_div

Hint: Omit it from the simp argument list.
  [apply] simp only [meanGenerator, hamiltonian, Finset.smul_sum, smul_smul, weight, div_eq_inv_mul]

Note: This linter can be disabled with `set_option linter.unusedSimpArgs false`
```

Cause. The error says that `simp only` leaves `hM` unproved. In the remaining goal the two sides differ only in where the cast from ℝ to ℂ stands: on the left the inverse and the product are taken in ℂ, on the right they are taken in ℝ and the result is cast.

The weight is defined as the cast of a real quotient. `simp` works on inner terms first, so `div_eq_inv_mul` turned that quotient into `(strength h)⁻¹ * h x` while it was still inside the cast. `Complex.ofReal_div` needs a quotient under the cast and no longer found one, which is why the warning calls it unused. Nothing else in the list could move the cast past a product or an inverse.

The repair adds `Complex.ofReal_mul` and `Complex.ofReal_inv`, which do just that, and the two sides become identical. Dropping `Complex.ofReal_div` is mere tidying.

The mended proof, as a diff:

```diff
@@ -34,5 +34,5 @@
   have hM : meanGenerator h H = ∑ j, weight h j • H j := by
     simp only [meanGenerator, hamiltonian, Finset.smul_sum, smul_smul, weight,
-      Complex.ofReal_div, div_eq_inv_mul]
+      div_eq_inv_mul, Complex.ofReal_mul, Complex.ofReal_inv]
   rw [hM]
   simp only [comm, Finset.sum_mul, Finset.mul_sum, smul_mul_assoc, mul_smul_comm,
```
